# Exchanging an m-particle and an n-particle cluster in an antisymmetrized product gives the factor (−1)^(mn)

Take two one-particle functions f and g and two identical fermions with coordinates x₀ and x₁. Write A for the signed sum over all permutations of the particles. Then

A(fg)(x₀, x₁) = f(x₀) g(x₁) − f(x₁) g(x₀),

A(gf)(x₀, x₁) = g(x₀) f(x₁) − g(x₁) f(x₀) = −A(fg)(x₀, x₁).

The function g(x₀) f(x₁) is f(x₀) g(x₁) with its two arguments interchanged. That interchange is one transposition, and the antisymmetrizer turns it into one minus sign.

Now replace f by a function F of two particles. To get from F(x₀, x₁) g(x₂) to g(x₀) F(x₁, x₂), one argument has to move past two others. This takes two transpositions, and the signs cancel. For clusters of m and n particles, moving every argument of one past every argument of the other takes mn transpositions of neighbours, so the factor is (−1)^(mn). At no point does F have to be antisymmetric itself.

## Wavefunctions, the antisymmetrizer and the cluster product

Let X be the set of coordinates of one particle. It may consist of positions with spin, or of the labels of a basis of spin-orbitals. Nothing is assumed about X, but all particles share it, because they are identical.

```lean
import Mathlib

open Equiv Equiv.Perm

namespace ClusterAntisymmetrizer

noncomputable section

variable {X : Type*}
```

A wavefunction of N particles is any function Φ from configurations x = (x₀, …, x_(N−1)) to the complex numbers. For a permutation σ of the labels, x∘σ is the configuration whose i-th entry is x_σ(i). The antisymmetrizer is

(AΦ)(x) = Σ_σ sgn(σ) Φ(x∘σ).

```lean
/-- The unnormalised antisymmetrizer: the signed sum of an `N`-particle function over all
permutations of the particle labels. -/
def antisymmetrize {N : ℕ} (Φ : (Fin N → X) → ℂ) (x : Fin N → X) : ℂ :=
  ∑ σ : Perm (Fin N), ((sign σ : ℤ) : ℂ) * Φ (x ∘ σ)
```

Here `Fin N` is the set of labels 0, …, N−1, and a configuration is a function `Fin N → X`. The sum carries no prefactor. The usual 1/N! or 1/√N! would multiply both sides of the exchange rule equally, since both sides have the same number of particles. The definition works pointwise, with no inner product and no condition of square integrability.

The product of an m-particle function F and an n-particle function G gives the first m coordinates to F and the remaining n to G:

(F·G)(x) = F(x₀, …, x_(m−1)) G(x_m, …, x_(m+n−1)).

```lean
/-- The product of two clusters: `F` takes the first `m` particles and `G` the last `n`. -/
def clusterProduct {m n : ℕ} (F : (Fin m → X) → ℂ) (G : (Fin n → X) → ℂ)
    (x : Fin (m + n) → X) : ℂ :=
  F (fun i => x (Fin.castAdd n i)) * G (fun j => x (Fin.natAdd m j))
```

`Fin.castAdd n i` is label i of the first block, regarded as one of the m+n labels. `Fin.natAdd m j` is label m+j, the j-th of the second block.

The exchange is described by a permutation s of the m+n labels, the block swap:

s(i) = n + i for i < m,  s(m + j) = j for j < n.

```lean
/-- The permutation of `m + n` labels that moves the first `m` labels past the last `n`. -/
def blockSwap (m n : ℕ) : Perm (Fin (m + n)) :=
  finAddFlip.trans (finCongr (Nat.add_comm n m))
```

Mathlib's `finAddFlip` maps the m+n labels to n+m labels. Lean treats `Fin (n + m)` and `Fin (m + n)` as different types, so `finCongr` follows it to return to the original type without changing any number.

## A permutation of the arguments comes out as its sign

Let Φ_τ(y) = Φ(y∘τ) be Φ with its arguments permuted by τ. Then

(AΦ_τ)(x) = Σ_σ sgn(σ) Φ(x∘σ∘τ).

Put ρ = στ. As σ runs over all permutations, so does ρ, and sgn(σ) = sgn(ρ) sgn(τ) because sgn(τ)² = 1. Hence

(AΦ_τ)(x) = sgn(τ) Σ_ρ sgn(ρ) Φ(x∘ρ) = sgn(τ) (AΦ)(x).

```lean
/-- Permuting the arguments of a wavefunction before antisymmetrizing multiplies the result by
the sign of the permutation. -/
theorem antisymmetrize_permuted {N : ℕ} (Φ : (Fin N → X) → ℂ) (τ : Perm (Fin N))
    (x : Fin N → X) :
    antisymmetrize (fun y => Φ (y ∘ τ)) x = ((sign τ : ℤ) : ℂ) * antisymmetrize Φ x := by
  have hs : ((sign τ : ℤ) : ℂ) * ((sign τ : ℤ) : ℂ) = 1 := by
    rcases Int.units_eq_one_or (sign τ) with h | h <;> simp [h]
  unfold antisymmetrize
  rw [Finset.mul_sum]
  -- the sum over σ becomes a sum over σ * τ
  refine Fintype.sum_equiv (Equiv.mulRight τ) _ _ (fun σ => ?_)
  have e : x ∘ ⇑(σ * τ) = (x ∘ σ) ∘ τ := rfl
  simp only [Equiv.coe_mulRight, Equiv.Perm.sign_mul, Units.val_mul, Int.cast_mul]
  rw [e]
  linear_combination (-((sign σ : ℤ) : ℂ) * Φ ((x ∘ σ) ∘ τ)) * hs
```

The change of summation variable is `Fintype.sum_equiv` with the map `Equiv.mulRight τ`, which sends σ to στ. The statement `hs` is sgn(τ)² = 1, and `linear_combination` uses it to match the two sums term by term.

The function G·F takes n+m coordinates, while F·G takes m+n. Physically these are the same particles with the same numbers, and antisymmetrizing doesn't depend on how their total is written.

```lean
/-- Antisymmetrization is unaffected by rewriting the particle number in an equal form. -/
theorem antisymmetrize_cast {N M : ℕ} (h : N = M) (Φ : (Fin N → X) → ℂ) (x : Fin M → X) :
    antisymmetrize Φ (x ∘ Fin.cast h) = antisymmetrize (fun y => Φ (y ∘ Fin.cast h)) x := by
  subst h
  rfl
```

`Fin.cast h` carries a label across the equality `h` and keeps its value, so `x ∘ Fin.cast h` is the same list of coordinates as x. Once `subst h` has identified the two particle numbers, both sides are equal by definition.

## The block swap is a power of the cyclic rotation

The sign of s could be found by counting mn adjacent transpositions. The proof takes a route that needs less bookkeeping. Let r be the rotation that sends each of N labels to the next one and the last to 0. Applying it k times gives

r^k(i) = (i + k) mod N.

```lean
/-- Rotating `N` labels cyclically `k` times adds `k` to each label modulo `N`. -/
theorem finRotate_pow_val (N k : ℕ) (i : Fin N) :
    (((finRotate N) ^ k) i : ℕ) = ((i : ℕ) + k) % N := by
  rcases N with _ | N
  · exact i.elim0
  · induction k with
    | zero => simp [Nat.mod_eq_of_lt i.isLt]
    | succ k ih =>
      have h1 : ((1 : Fin (N + 1)) : ℕ) = 1 % (N + 1) := rfl
      rw [pow_succ', Perm.mul_apply, finRotate_apply, Fin.val_add, ih, h1,
        ← Nat.add_mod, Nat.add_assoc]
```

This is an induction on k, in which each further rotation adds 1 modulo N. For N = 0 there are no labels and nothing to show.

To compare s with a rotation, its values on the two blocks are needed in the form given above.

```lean
/-- The block swap sends label `i` of the first block to `n + i`, and label `j` of the second
block to `j`. -/
theorem blockSwap_apply (m n : ℕ) :
    (∀ i : Fin m, blockSwap m n (Fin.castAdd n i)
      = Fin.cast (Nat.add_comm n m) (Fin.natAdd n i)) ∧
    (∀ j : Fin n, blockSwap m n (Fin.natAdd m j)
      = Fin.cast (Nat.add_comm n m) (Fin.castAdd m j)) := by
  constructor
  · intro i
    change Fin.cast (Nat.add_comm n m) (finAddFlip (Fin.castAdd n i)) = _
    rw [finAddFlip_apply_castAdd]
  · intro j
    change Fin.cast (Nat.add_comm n m) (finAddFlip (Fin.natAdd m j)) = _
    rw [finAddFlip_apply_natAdd]
```

Now set N = m+n and k = n. For a label i < m of the first block, i + n is less than m + n, so

r^n(i) = i + n = s(i).

For a label m+j of the second block, with j < n,

r^n(m + j) = (m + j + n) mod (m + n) = j = s(m + j).

Therefore s = r^n. A rotation of N ≥ 1 labels is a cycle of length N and has sign (−1)^(N−1). For n ≥ 1 this gives

sgn(s) = (−1)^((m+n−1)n) = (−1)^(mn) (−1)^(n(n−1)) = (−1)^(mn),

since one of the two consecutive integers n−1 and n is even. For n = 0 the block swap is the identity, and both sides equal 1.

```lean
/-- Moving `m` labels past `n` labels is a permutation of sign `(-1)^(m n)`. -/
theorem sign_blockSwap (m n : ℕ) : sign (blockSwap m n) = (-1) ^ (m * n) := by
  -- the block swap is the n-th power of the cyclic rotation
  have hrot : blockSwap m n = (finRotate (m + n)) ^ n := by
    refine Equiv.ext fun i => Fin.ext ?_
    rw [finRotate_pow_val]
    induction i using Fin.addCases with
    | left i =>
      rw [(blockSwap_apply m n).1 i]
      change n + (i : ℕ) = ((i : ℕ) + n) % (m + n)
      have h : (i : ℕ) + n < m + n := by have := i.isLt; omega
      rw [Nat.mod_eq_of_lt h]
      omega
    | right j =>
      rw [(blockSwap_apply m n).2 j]
      change (j : ℕ) = (m + (j : ℕ) + n) % (m + n)
      have h : (j : ℕ) < m + n := by have := j.isLt; omega
      have e : m + (j : ℕ) + n = (j : ℕ) + (m + n) := by omega
      rw [e, Nat.add_mod_right, Nat.mod_eq_of_lt h]
  have hsign : ∀ N : ℕ, sign (finRotate N) = (-1) ^ (N - 1) := by
    intro N
    rcases N with _ | N
    · decide
    · exact sign_finRotate (N + 1)
  rw [hrot, map_pow, hsign, ← pow_mul]
  -- the exponents differ by the even number n (n - 1)
  rcases n with _ | k
  · simp
  · have e : (m + (k + 1) - 1) * (k + 1) = m * (k + 1) + k * (k + 1) := by
      rw [show m + (k + 1) - 1 = m + k by omega]
      ring
    rw [e, pow_add, (Nat.even_mul_succ_self k).neg_one_pow, mul_one]
```

The equality s = r^n is `hrot`, checked separately on the two blocks by `Fin.addCases`. The sign of the rotation is `hsign`, which comes from Mathlib's `sign_finRotate`. In the last part n is written as k+1, so the even number n(n−1) appears as k(k+1).

## The exchange rule for two clusters

Permute the arguments of F·G by the block swap:

(F·G)(y∘s) = F(y_n, …, y_(n+m−1)) G(y₀, …, y_(n−1)) = (G·F)(y).

So G·F is F·G with its arguments permuted by s. The permutation comes out of the antisymmetrizer as its sign, and

A(G·F)(x) = sgn(s) A(F·G)(x) = (−1)^(mn) A(F·G)(x).

```lean
/-- Exchanging the order of an `m`-particle and an `n`-particle cluster multiplies their
antisymmetrized product by `(-1)^(m n)`. -/
theorem antisymmetrize_cluster_exchange {m n : ℕ} (F : (Fin m → X) → ℂ)
    (G : (Fin n → X) → ℂ) (x : Fin (m + n) → X) :
    antisymmetrize (clusterProduct G F) (x ∘ Fin.cast (Nat.add_comm n m))
      = (-1) ^ (m * n) * antisymmetrize (clusterProduct F G) x := by
  -- G F is F G with its arguments permuted by the block swap
  have hswap : (fun y : Fin (m + n) → X =>
      clusterProduct G F (y ∘ Fin.cast (Nat.add_comm n m)))
      = fun y => clusterProduct F G (y ∘ blockSwap m n) := by
    funext y
    simp only [clusterProduct, Function.comp_apply, (blockSwap_apply m n).1,
      (blockSwap_apply m n).2]
    exact mul_comm _ _
  rw [antisymmetrize_cast, hswap, antisymmetrize_permuted, sign_blockSwap]
  simp
```

In words: for all complex functions F of m particles and G of n particles, and at every configuration x, antisymmetrizing the product in the order G, F gives (−1)^(mn) times the result for the order F, G. The composition with `Fin.cast` on the left only rewrites m+n as n+m. The numbers m and n may be zero, in which case the cluster is a constant and the factor is 1. The identity `hswap` is the first equation above, and the final `rw` applies the earlier results in the order of the argument.

In electronic structure the rule applies to antisymmetrized products of geminals, which are two-electron functions: for a product of two clusters with fixed particle numbers, a geminal can be moved to the other side of the other factor without changing the sign of the antisymmetrized function.

## Even clusters commute, odd clusters anticommute

If m is even, then mn is even for every n, and

A(G·F)(x) = A(F·G)(x).

```lean
/-- A cluster with an even number of particles commutes with every other cluster under the
antisymmetrizer. -/
theorem even_cluster_commutes {m n : ℕ} (hm : Even m) (F : (Fin m → X) → ℂ)
    (G : (Fin n → X) → ℂ) (x : Fin (m + n) → X) :
    antisymmetrize (clusterProduct G F) (x ∘ Fin.cast (Nat.add_comm n m))
      = antisymmetrize (clusterProduct F G) x := by
  rw [antisymmetrize_cluster_exchange, (hm.mul_right n).neg_one_pow, one_mul]
```

One even cluster is enough; the other may have any number of particles. In this respect an electron pair behaves like a boson. The statement concerns the order of factors in a wavefunction and says nothing about the statistics of a gas of pairs.

If m and n are both odd, then mn is odd, and

A(G·F)(x) = −A(F·G)(x).

```lean
/-- Two clusters with odd particle numbers anticommute under the antisymmetrizer. -/
theorem odd_clusters_anticommute {m n : ℕ} (hm : Odd m) (hn : Odd n)
    (F : (Fin m → X) → ℂ) (G : (Fin n → X) → ℂ) (x : Fin (m + n) → X) :
    antisymmetrize (clusterProduct G F) (x ∘ Fin.cast (Nat.add_comm n m))
      = -antisymmetrize (clusterProduct F G) x := by
  rw [antisymmetrize_cluster_exchange, (hm.mul hn).neg_one_pow, neg_one_mul]
```

The case m = n = 1 is the two-particle calculation at the start.

Now let m be odd and take G = F. Exchanging two equal factors changes nothing, yet it must also change the sign:

A(F·F)(x) = −A(F·F)(x), hence A(F·F)(x) = 0.

```lean
/-- The antisymmetrized product of an odd-particle cluster with itself vanishes. -/
theorem odd_cluster_square_eq_zero {m : ℕ} (hm : Odd m) (F : (Fin m → X) → ℂ)
    (x : Fin (m + m) → X) : antisymmetrize (clusterProduct F F) x = 0 := by
  have h : antisymmetrize (clusterProduct F F) x
      = -antisymmetrize (clusterProduct F F) x := odd_clusters_anticommute hm hm F F x
  linear_combination h / 2
```

For m = 1 this is the Pauli principle for two identical fermions in the same one-particle state, which for electrons means the same spin-orbital. For larger odd m it excludes the same cluster function from appearing twice in a product of two, whatever the internal structure of F.

## A pair whose square survives

For even clusters the exchange rule gives no such cancellation, and one example shows that the square can be nonzero. Take four one-particle states 0, 1, 2, 3 and a pair amplitude p that is 1 on (0, 1) and on (2, 3), and 0 on every other ordered pair.

```lean
/-- A two-particle amplitude on four states: one if the particles occupy states `(0, 1)` or
`(2, 3)` in this order, and zero otherwise. -/
def pairAmplitude (y : Fin 2 → Fin 4) : ℤ :=
  if (y 0 = 0 ∧ y 1 = 1) ∨ (y 0 = 2 ∧ y 1 = 3) then 1 else 0
```

The amplitude is a superposition of two ways to place the pair. It has integer values, so that sums of its products can be computed exactly, and it isn't antisymmetric, which the antisymmetrizer doesn't require.

Evaluate the square at the configuration x = (0, 1, 2, 3):

A(p·p)(x) = Σ_σ sgn(σ) p(σ(0), σ(1)) p(σ(2), σ(3)).

A term is nonzero only if both pairs are allowed, and since σ never repeats a label, one pair must be (0, 1) and the other (2, 3). Two of the 24 permutations remain. The identity has sign +1. The permutation with values (2, 3, 0, 1) interchanges 0 with 2 and 1 with 3, so its sign is also +1. Therefore

A(p·p)(x) = 1 + 1 = 2.

With the normalised amplitude p/√2 and the prefactor 1/4!, the value is 1/24.

```lean
/-- The antisymmetrized product of this pair with itself equals two at the configuration where
particle `i` is in state `i`. -/
theorem pair_square_eq_two :
    antisymmetrize (clusterProduct (fun y => (pairAmplitude y : ℂ))
      (fun y => (pairAmplitude y : ℂ))) (fun i : Fin (2 + 2) => (i : Fin 4)) = 2 := by
  -- the 24 terms are integers and are summed by evaluation
  have key : ∑ σ : Perm (Fin (2 + 2)), (sign σ : ℤ) *
      (pairAmplitude (fun i => σ (Fin.castAdd 2 i)) *
        pairAmplitude (fun j => σ (Fin.natAdd 2 j))) = 2 := by
    decide +kernel
  have h := congrArg (Int.cast : ℤ → ℂ) key
  simp only [Int.cast_sum, Int.cast_mul, Int.cast_ofNat] at h
  exact h

end

end ClusterAntisymmetrizer
```

Lean evaluates all 24 integer terms through `decide +kernel` and then carries the equation over to the complex numbers. The second way to place the pair matters here: an amplitude supported on (0, 1) alone would need state 0 twice in the square, and the sum would be zero. Even clusters thus commute like bosons, but their constituents still obey the Pauli principle.

```lean
#print axioms ClusterAntisymmetrizer.antisymmetrize_cluster_exchange
-- 'ClusterAntisymmetrizer.antisymmetrize_cluster_exchange' depends on axioms: [propext, Classical.choice, Quot.sound]
#print axioms ClusterAntisymmetrizer.even_cluster_commutes
-- 'ClusterAntisymmetrizer.even_cluster_commutes' depends on axioms: [propext, Classical.choice, Quot.sound]
#print axioms ClusterAntisymmetrizer.odd_cluster_square_eq_zero
-- 'ClusterAntisymmetrizer.odd_cluster_square_eq_zero' depends on axioms: [propext, Classical.choice, Quot.sound]
#print axioms ClusterAntisymmetrizer.pair_square_eq_two
-- 'ClusterAntisymmetrizer.pair_square_eq_two' depends on axioms: [propext, Classical.choice, Quot.sound]
```
